# Dyson's equation as the stationarity condition of the Klein functional for invertible real matrices

## The self-consistency check

A self-consistent Green's function calculation can be checked at the end by building the self-energy from the final Green's function, solving Dyson's equation with it, and comparing the result with the Green's function that went in. In a model with finite real matrices and a self-energy that is the derivative of a functional $\Phi$, an invertible $G$ passes this check exactly when it is a stationary point of the Klein functional. The check need not single out one solution: for a suitable $K$ and a suitable quadratic $\Phi$, every subset of the orbitals gives a different stationary point.

## The functional and its variations

Let $G$ be a real matrix over a finite set of orbitals, the trial Green's function. Let $K$ stand for the inverse non-interacting Green's function, and let $\Phi(G)$ be a real number that carries the interaction. The Klein functional is

$$F(G)=\log|\det G|-\mathrm{Tr}(KG)+\Phi(G).$$

The self-energy $S$ at $G$ is defined by the response of $\Phi$ to a variation $X$:

$$\frac{d}{dt}\Phi(G+tX)\Big|_{t=0}=\mathrm{Tr}(SX).$$

In components, $S_{ij}$ is the derivative of $\Phi$ with respect to $G_{ji}$.

## What is stated

In Lean the orbitals are the elements of a finite type `n`, and the functional is `kleinFunctional K Φ`. `HasSelfEnergy Φ G S` says that the displayed derivative exists for every real matrix $X$ and equals $\mathrm{Tr}(SX)$. `IsStationary F G` says that every such directional derivative of $F$ exists and is zero. Only lines through $G$ enter, which for two or more orbitals asks less of $\Phi$ than differentiability in a matrix norm.

The theorem `klein_stationary_iff_dyson` assumes $\det G\neq0$ and `HasSelfEnergy Φ G S`, and concludes that $F$ is stationary at $G$ if and only if $G^{-1}=K-S$. For $\det G>0$ the absolute value can be omitted, since the determinant stays positive near $G$.

The matrices carry no frequency or time argument and no complex entries. $K$ is an arbitrary real matrix, and the existence of $S$ is assumed, not derived from a diagrammatic expansion.

## The slope of the functional

Put $M=G^{-1}X$, so that $\det(G+tX)=\det G\,\det(1+tM)$. In the permutation expansion of $\det(1+tM)$, every permutation other than the identity moves at least two indices and contributes at order $t^2$ or higher. The identity contributes $\prod_i(1+tM_{ii})$. Hence

$$\det(1+tM)=1+t\,\mathrm{Tr}\,M+t^2q(t)$$

with a polynomial $q$. The determinant therefore has slope $\det G\,\mathrm{Tr}(G^{-1}X)$ at $t=0$, and its logarithm has slope $\mathrm{Tr}(G^{-1}X)$. The term $-\mathrm{Tr}(KG)$ is linear and contributes $-\mathrm{Tr}(KX)$; $\Phi$ contributes $\mathrm{Tr}(SX)$. Together,

$$\frac{d}{dt}F(G+tX)\Big|_{t=0}=\mathrm{Tr}(AX),\qquad A=G^{-1}-K+S.$$

If this vanishes for all $X$, take $X=A^{T}$. Then $\sum_{ij}A_{ij}^2=0$, so $A=0$, which is Dyson's equation. Conversely, $A=0$ makes every slope vanish.

## One stationary point for each subset of orbitals

Take $\Phi(G)=\frac{u}{2}\mathrm{Tr}(G^2)$. Since the trace is cyclic,

$$\Phi(G+tX)=\Phi(G)+t\,u\,\mathrm{Tr}(GX)+\frac{u}{2}t^2\,\mathrm{Tr}(X^2),$$

and the self-energy is $S=uG$. Now choose real numbers $a,b$ and set $u=ab$, $K=(a+b)1$. Dyson's equation reads $G^{-1}=(a+b)1-abG$. Multiplying by $G$ gives

$$abG^2-(a+b)G+1=(aG-1)(bG-1)=0.$$

Conversely, this equation says that $(a+b)1-abG$ is a left inverse of $G$, and hence its inverse.

Let $a$ and $b$ be nonzero and distinct. A diagonal $G$ with entries $1/a$ on a subset $s$ and $1/b$ elsewhere is invertible and solves the equation, because one factor vanishes on each orbital. Different subsets give different matrices, so $N$ orbitals give at least $2^N$ stationary points of the same functional. The theorem `klein_multiple_solutions` states this for the matrices `branch a b s`. For two or more orbitals they are not all the solutions: if $G$ solves the equation, so does $PGP^{-1}$ for every invertible $P$, and when both values $1/a$ and $1/b$ occur on the diagonal this gives infinitely many matrices.

For a single orbital with $G=g$, the slope is

$$F'(g)=\frac1g-(a+b)+ab\,g=\frac{(ag-1)(bg-1)}{g},$$

with zeros $1/a$ and $1/b$. As $b\to0$ at fixed $a$, the interaction strength $ab$ vanishes. The solution $1/a$ becomes the non-interacting one, while $1/b$ runs off to infinity.

## Symmetric variations

The model could also have admitted only symmetric $G$ and symmetric $X$. A vanishing slope would then force only the symmetric part of $A$ to be zero. Dyson's equation would still follow if $K$ and $S$ were symmetric too, but not for general $K$ and $S$.

## The Lean file

```lean
import Mathlib

open Matrix

namespace KleinFunctional

noncomputable section

variable {n : Type*} [Fintype n] [DecidableEq n]

/-- The Klein functional `log |det G| - Tr (K G) + Φ(G)` of a trial Green's function `G`,
with `K` the inverse non-interacting Green's function. -/
def kleinFunctional (K : Matrix n n ℝ) (Φ : Matrix n n ℝ → ℝ) (G : Matrix n n ℝ) : ℝ :=
  Real.log |G.det| - (K * G).trace + Φ G

/-- `S` is the self-energy of `Φ` at `G`: the derivative of `Φ` at `G` in each
direction `X` is `Tr (S X)`. -/
def HasSelfEnergy (Φ : Matrix n n ℝ → ℝ) (G S : Matrix n n ℝ) : Prop :=
  ∀ X : Matrix n n ℝ, HasDerivAt (fun t : ℝ => Φ (G + t • X)) (S * X).trace 0

/-- A functional is stationary at `G` if its derivative in every direction exists
and vanishes. -/
def IsStationary (F : Matrix n n ℝ → ℝ) (G : Matrix n n ℝ) : Prop :=
  ∀ X : Matrix n n ℝ, HasDerivAt (fun t : ℝ => F (G + t • X)) 0 0

/-- Jacobi's formula: at an invertible `G` the determinant changes in the direction `X`
at the rate `det G * Tr (G⁻¹ X)`. -/
theorem hasDerivAt_det (G X : Matrix n n ℝ) (hG : G.det ≠ 0) :
    HasDerivAt (fun t : ℝ => (G + t • X).det) (G.det * (G⁻¹ * X).trace) 0 := by
  have hu : IsUnit G.det := isUnit_iff_ne_zero.mpr hG
  -- the determinant of `1 + t M` is `1 + t Tr M` up to a remainder of order `t ^ 2`
  obtain ⟨q, hq⟩ : ∃ q : Polynomial ℝ, ∀ t : ℝ, (1 + t • (G⁻¹ * X)).det
      = 1 + (G⁻¹ * X).trace * t + q.eval t * t ^ 2 :=
    ⟨_, fun t => Matrix.det_one_add_smul t (G⁻¹ * X)⟩
  have hfac : (fun t : ℝ => (G + t • X).det)
      = fun t : ℝ => G.det * (1 + (G⁻¹ * X).trace * t + q.eval t * t ^ 2) := by
    funext t
    rw [← hq t, ← Matrix.det_mul, Matrix.mul_add, Matrix.mul_one, Matrix.mul_smul,
      ← Matrix.mul_assoc, Matrix.mul_nonsing_inv _ hu, Matrix.one_mul]
  have h1 := ((hasDerivAt_id' (0 : ℝ)).const_mul (G⁻¹ * X).trace).const_add 1
  have h2 := (q.hasDerivAt 0).fun_mul ((hasDerivAt_id' (0 : ℝ)).fun_pow 2)
  rw [hfac]
  exact ((h1.fun_add h2).congr_deriv (by simp)).const_mul G.det

/-- The derivative of the Klein functional at an invertible `G` in the direction `X`
is `Tr ((G⁻¹ - K + S) X)`. -/
theorem hasDerivAt_klein {K G S : Matrix n n ℝ} {Φ : Matrix n n ℝ → ℝ}
    (hG : G.det ≠ 0) (hΦ : HasSelfEnergy Φ G S) (X : Matrix n n ℝ) :
    HasDerivAt (fun t : ℝ => kleinFunctional K Φ (G + t • X))
      ((G⁻¹ - K + S) * X).trace 0 := by
  have hdet := (hasDerivAt_det G X hG).log (by simpa using hG)
  have htr : HasDerivAt (fun t : ℝ => (K * (G + t • X)).trace) (K * X).trace 0 := by
    have e : (fun t : ℝ => (K * (G + t • X)).trace)
        = fun t : ℝ => (K * G).trace + (K * X).trace * t := by
      funext t
      simp only [Matrix.mul_add, Matrix.mul_smul, Matrix.trace_add, Matrix.trace_smul,
        smul_eq_mul]
      ring
    rw [e]
    exact (((hasDerivAt_id' (0 : ℝ)).const_mul (K * X).trace).const_add
      (K * G).trace).congr_deriv (by simp)
  have h := (hdet.fun_sub htr).fun_add (hΦ X)
  simp only [kleinFunctional, Real.log_abs]
  refine h.congr_deriv ?_
  simp only [zero_smul, add_zero, Matrix.add_mul, Matrix.sub_mul, Matrix.trace_add,
    Matrix.trace_sub]
  rw [mul_div_cancel_left₀ _ hG]

omit [DecidableEq n] in
/-- A matrix whose trace against every variation `X` vanishes is zero. -/
theorem eq_zero_of_trace_mul (A : Matrix n n ℝ)
    (h : ∀ X : Matrix n n ℝ, (A * X).trace = 0) : A = 0 := by
  -- the variation `X = Aᵀ` gives the sum of the squares of all entries
  have h0 : ∑ i, ∑ j, A i j * A i j = 0 := by
    simpa [Matrix.trace, Matrix.mul_apply] using h Aᵀ
  ext i j
  have h1 := (Finset.sum_eq_zero_iff_of_nonneg (fun i _ =>
    Finset.sum_nonneg fun j _ => mul_self_nonneg (A i j))).mp h0 i (Finset.mem_univ i)
  have h2 := (Finset.sum_eq_zero_iff_of_nonneg (fun j _ =>
    mul_self_nonneg (A i j))).mp h1 j (Finset.mem_univ j)
  exact mul_self_eq_zero.mp h2

/-- The Klein functional is stationary at an invertible `G` exactly when `G` satisfies
Dyson's equation `G⁻¹ = K - S`, with `S` the self-energy of `Φ` at `G`. -/
theorem klein_stationary_iff_dyson {K G S : Matrix n n ℝ} {Φ : Matrix n n ℝ → ℝ}
    (hG : G.det ≠ 0) (hΦ : HasSelfEnergy Φ G S) :
    IsStationary (kleinFunctional K Φ) G ↔ G⁻¹ = K - S := by
  constructor
  · intro h
    have hz := eq_zero_of_trace_mul (G⁻¹ - K + S)
      fun X => (hasDerivAt_klein hG hΦ X).unique (h X)
    have e : G⁻¹ = (G⁻¹ - K + S) + (K - S) := by abel
    rw [hz, zero_add] at e
    exact e
  · intro h X
    refine (hasDerivAt_klein hG hΦ X).congr_deriv ?_
    have e : K - S - K + S = 0 := by abel
    rw [h, e, Matrix.zero_mul, Matrix.trace_zero]

/-- The quadratic interaction functional `Φ(G) = (u / 2) Tr (G G)`. -/
def quadraticPhi (u : ℝ) (G : Matrix n n ℝ) : ℝ := u / 2 * (G * G).trace

/-- The self-energy of the quadratic functional at `G` is `u G`. -/
theorem quadraticPhi_hasSelfEnergy (u : ℝ) (G : Matrix n n ℝ) :
    HasSelfEnergy (quadraticPhi u) G (u • G) := by
  intro X
  have e : (fun t : ℝ => quadraticPhi u (G + t • X)) = fun t : ℝ =>
      u / 2 * (G * G).trace + u * (G * X).trace * t + u / 2 * (X * X).trace * t ^ 2 := by
    funext t
    simp only [quadraticPhi, Matrix.add_mul, Matrix.mul_add, Matrix.smul_mul,
      Matrix.mul_smul, Matrix.trace_add, Matrix.trace_smul, smul_eq_mul,
      Matrix.trace_mul_comm X G]
    ring
  have h1 := ((hasDerivAt_id' (0 : ℝ)).const_mul (u * (G * X).trace)).const_add
    (u / 2 * (G * G).trace)
  have h2 := ((hasDerivAt_id' (0 : ℝ)).fun_pow 2).const_mul (u / 2 * (X * X).trace)
  rw [e]
  exact (h1.fun_add h2).congr_deriv (by simp [Matrix.trace_smul])

/-- For `K = (a + b) 1` and the quadratic functional of strength `a b`, an invertible `G`
is a stationary point exactly when `(a G - 1) (b G - 1) = 0`. -/
theorem quadratic_stationary_iff (a b : ℝ) {G : Matrix n n ℝ} (hG : G.det ≠ 0) :
    IsStationary (kleinFunctional ((a + b) • (1 : Matrix n n ℝ)) (quadraticPhi (a * b))) G
      ↔ (a • G - 1) * (b • G - 1) = 0 := by
  rw [klein_stationary_iff_dyson hG (quadraticPhi_hasSelfEnergy (a * b) G)]
  have key : (a • G - 1) * (b • G - 1)
      = 1 - ((a + b) • (1 : Matrix n n ℝ) - (a * b) • G) * G := by
    simp only [Matrix.sub_mul, Matrix.mul_sub, Matrix.smul_mul, Matrix.mul_smul,
      Matrix.one_mul, Matrix.mul_one]
    module
  rw [key, sub_eq_zero]
  constructor
  · intro h
    rw [← h, Matrix.nonsing_inv_mul _ (isUnit_iff_ne_zero.mpr hG)]
  · intro h
    exact Matrix.inv_eq_left_inv h.symm

/-- The diagonal Green's function with entry `1 / a` on the orbitals in `s` and `1 / b`
on all others. -/
def branch (a b : ℝ) (s : Finset n) : Matrix n n ℝ :=
  Matrix.diagonal fun i => if i ∈ s then a⁻¹ else b⁻¹

/-- For distinct nonzero `a` and `b`, different sets of orbitals give different Green's
functions `branch a b s`, and each is an invertible stationary point of the same
Klein functional. -/
theorem klein_multiple_solutions {a b : ℝ} (ha : a ≠ 0) (hb : b ≠ 0) (hab : a ≠ b) :
    Function.Injective (branch a b : Finset n → Matrix n n ℝ) ∧
    ∀ s : Finset n, (branch a b s).det ≠ 0 ∧
      IsStationary (kleinFunctional ((a + b) • (1 : Matrix n n ℝ)) (quadraticPhi (a * b)))
        (branch a b s) := by
  constructor
  · intro s t h
    ext i
    have hi := congrArg (fun M : Matrix n n ℝ => M i i) h
    simp only [branch, Matrix.diagonal_apply_eq] at hi
    by_cases h1 : i ∈ s <;> by_cases h2 : i ∈ t <;>
      simp [h1, h2, hab, hab.symm] at hi ⊢
  · intro s
    have hdet : (branch a b s).det ≠ 0 := by
      rw [branch, Matrix.det_diagonal]
      exact Finset.prod_ne_zero_iff.mpr fun i _ => by split_ifs <;> simp [ha, hb]
    refine ⟨hdet, (quadratic_stationary_iff a b hdet).mpr ?_⟩
    have e : ∀ c : ℝ, c • branch a b s - 1
        = Matrix.diagonal fun i => c * (if i ∈ s then a⁻¹ else b⁻¹) - 1 := by
      intro c
      ext i j
      rcases eq_or_ne i j with rfl | h
      · simp [branch]
      · simp [branch, h]
    -- on each orbital one of the two factors vanishes
    rw [e a, e b, Matrix.diagonal_mul_diagonal]
    ext i j
    rcases eq_or_ne i j with rfl | h
    · by_cases hi : i ∈ s <;> simp [hi, ha, hb]
    · simp [h]

end

end KleinFunctional
```

```lean
#print axioms KleinFunctional.klein_stationary_iff_dyson
#print axioms KleinFunctional.klein_multiple_solutions
```

```
'KleinFunctional.klein_stationary_iff_dyson' depends on axioms: [propext, Classical.choice, Quot.sound]
'KleinFunctional.klein_multiple_solutions' depends on axioms: [propext, Classical.choice, Quot.sound]
```

## How the proof follows the derivation

`hasDerivAt_det` is Jacobi's formula. Mathlib's `Matrix.det_one_add_smul` supplies the polynomial $q$, `hfac` factors out $\det G$, and the sum and product rules give the slope at zero.

`hasDerivAt_klein` adds the three contributions: `hdet` for the logarithm, `htr` for the linear trace and `hΦ X` for the interaction. The last rewrite cancels $\det G$ in the logarithmic derivative.

`eq_zero_of_trace_mul` inserts $X=A^T$. A vanishing sum of nonnegative terms has only zero terms; this is used first for the rows and then for the entries within a row.

In `klein_stationary_iff_dyson`, the forward direction compares the computed slope with the assumed slope zero by uniqueness of the derivative, then applies the previous lemma. The reverse direction substitutes Dyson's equation into the slope.

`quadraticPhi_hasSelfEnergy` expands $\Phi(G+tX)$ as above and reads off the linear coefficient. In `quadratic_stationary_iff`, the identity `key` rewrites the factored product as $1-((a+b)1-abG)G$, and `Matrix.inv_eq_left_inv` turns the left inverse into $G^{-1}$.

`klein_multiple_solutions` separates subsets by comparing diagonal entries. It obtains $\det G\neq0$ from the product of nonzero entries, then multiplies the two diagonal factors and checks each orbital according to whether it lies in `s`.
